# Filling the majority upper level reverses the impurity polarization in a two-orbital model of a ferromagnet

## The impurity as first basis state

A $2\times2$ matrix does not say which of its basis states is the impurity. Here the impurity orbital, of energy $e$, comes first, and a single host orbital comes second. For spin $s=+1$ (majority) or $s=-1$ (minority) the Hamiltonian is

$$H_s=\begin{pmatrix} e & V\\ V & d-sD\end{pmatrix}.$$

The real number $V\neq0$ is the hybridization between the orbitals. The host level has mean energy $d$ and is split by $2D$, with $D>0$, so the majority host level is the lower one. This splitting stands for the exchange field of the ferromagnet. It is put in by hand, and the impurity orbital has none of its own.

The impurity weight of a nonzero state $v=(v_0,v_1)$ is

$$w(v)=\frac{v_0^2}{v_0^2+v_1^2},$$

which is the squared impurity amplitude after normalization. No norm or sign of the eigenvector has to be chosen. With the basis states interchanged, the same expression would give the host weight.

If the impurity orbital has zero orbital angular momentum (an s orbital), its spin polarization contributes to the contact hyperfine field at the impurity nucleus; this non-interacting model with one host orbital shows how that polarization can change sign through level filling alone.

## Energies and weights

Write $y_s=e-d+sD$ for the energy of the impurity orbital relative to the host orbital, and $R_s=\sqrt{y_s^2+4V^2}$. An energy $E$ satisfies

$$(E-e)(E-d+sD)-V^2=0,$$

whose roots are the lower and upper energies

$$L_s=\frac{e+d-sD-R_s}{2},\qquad U_s=\frac{e+d-sD+R_s}{2}.$$

For either root, $(V,E-e)$ is an eigenvector; divided by $\sqrt{V^2+(E-e)^2}$ it is normalized.

The weights follow from the two components of the eigenvalue equation,

$$e v_0+Vv_1=Ev_0,\qquad Vv_0+(d-sD)v_1=Ev_1.$$

Multiply the first by $v_0$, the second by $v_1$, and subtract. The terms in $V$ cancel:

$$(e-E)v_0^2=(d-sD-E)v_1^2.$$

At $E=L_s$ the brackets are $(R_s+y_s)/2$ and $(R_s-y_s)/2$, so

$$(R_s+y_s)v_0^2=(R_s-y_s)v_1^2.$$

Adding $(R_s-y_s)v_0^2$ to both sides gives $2R_sv_0^2=(R_s-y_s)(v_0^2+v_1^2)$, hence

$$w_{\text{lower}}=\frac12\left(1-\frac{y_s}{R_s}\right).$$

At $E=U_s$ the sign of $R_s$ changes, and the same steps give $w_{\text{upper}}=\tfrac12(1+y_s/R_s)$. The two weights add to one.

## The order in which the levels fill

From here on the subscripts $+$ and $-$ stand for $s=+1$ and $s=-1$. The levels are ordered as

$$L_+<L_-<U_+<U_-.$$

The middle inequality is equivalent to $2D<R_++R_-$. It holds because $2D=y_+-y_-$, while $V\ne0$ gives $|y_s|<R_s$. The outer two together are equivalent to $|R_+-R_-|<2D$. Since

$$R_+^2-R_-^2=y_+^2-y_-^2=2D(y_++y_-),$$

division by $R_++R_-$ gives

$$|R_+-R_-|=2D\,\frac{|y_++y_-|}{R_++R_-}<2D.$$

Two electrons therefore fill both lower states, and a third enters the majority upper state.

## The sign of the polarization

Let $n_+$ and $n_-$ be the total impurity weights of the filled majority and minority states. The impurity polarization is $n_+-n_-$. With both lower states filled,

$$n_+-n_-=\frac12\left(\frac{y_-}{R_-}-\frac{y_+}{R_+}\right).$$

To find its sign, take $a<b$ and set $A=\sqrt{a^2+4V^2}$, $B=\sqrt{b^2+4V^2}$. Expanding and inserting $A^2$ and $B^2$ gives

$$(bA-aB)(A+B)=(b-a)(4V^2-ab+AB).$$

The right side is positive because $ab\le|a||b|\le AB$. Hence $a/A<b/B$. With $a=y_-$ and $b=y_+$ the polarization is negative: the majority host level lies lower, so the lower majority state has less weight on the impurity than the lower minority state has.

Once the majority upper state is filled too, $n_+=1$, and

$$n_+-n_-=1-\frac12\left(1-\frac{y_-}{R_-}\right)=\frac12\left(1+\frac{y_-}{R_-}\right)>0,$$

because $y_->-R_-$.

## The statement in Lean

The functions `detuning`, `gap`, `lowerEnergy` and `upperEnergy` are $y_s$, $R_s$, $L_s$ and $U_s$. The spin label `s` is a real parameter, set to `1` and `-1` where the two spins are compared. `IsEigenstate H E v` says that `v` is nonzero and satisfies $Hv=Ev$, and `impurityWeight` is $w$. States have real amplitudes, which loses nothing here: $H_s$ is real symmetric with distinct eigenvalues, so a complex eigenvector is a complex multiple of a real one.

- `spectrum_iff` says that, for $V\neq0$, an energy has an eigenvector exactly when it is $L_s$ or $U_s$.
- `lower_weight` and `upper_weight` give the weight of every eigenvector at those energies.
- `filling_order` gives the three strict inequalities between the levels, for $V\ne0$ and $D>0$.
- `polarization_reversal` takes any eigenvectors `p`, `m` and `q` for $L_+$, $L_-$ and $U_+$, and gives both signs.

Filling is expressed by which weights are added. There is no Fermi level or temperature in the file, and the reading in terms of successive electrons comes from `filling_order`. Host bands, electron repulsion and a self-consistent exchange splitting are absent, as is the conversion of a polarization into a hyperfine field.

## The Lean file

```lean
import Mathlib

open Matrix

namespace ImpurityInFerromagnet

noncomputable section

/-- Hamiltonian for spin `s`: an impurity orbital of energy `e` (first basis state) is coupled
by `V` to a host orbital of energy `d - s D` (second basis state). -/
def hamiltonian (e d D V s : ℝ) : Matrix (Fin 2) (Fin 2) ℝ :=
  !![e, V; V, d - s * D]

/-- Energy of the impurity orbital relative to the host orbital of spin `s`. -/
def detuning (e d D s : ℝ) : ℝ := e - d + s * D

/-- The square root `√(y² + 4V²)`, with `y` the detuning for spin `s`. -/
def gap (e d D V s : ℝ) : ℝ := √(detuning e d D s ^ 2 + 4 * V ^ 2)

/-- The lower energy for spin `s`: the mean orbital energy minus half the gap. -/
def lowerEnergy (e d D V s : ℝ) : ℝ := (e + d - s * D - gap e d D V s) / 2

/-- The upper energy for spin `s`: the mean orbital energy plus half the gap. -/
def upperEnergy (e d D V s : ℝ) : ℝ := (e + d - s * D + gap e d D V s) / 2

/-- The nonzero vector `v` is an eigenvector of `H` with energy `E`. -/
def IsEigenstate (H : Matrix (Fin 2) (Fin 2) ℝ) (E : ℝ) (v : Fin 2 → ℝ) : Prop :=
  v ≠ 0 ∧ H *ᵥ v = E • v

/-- Fraction of a nonzero state `v` that lies on the impurity orbital. -/
def impurityWeight (v : Fin 2 → ℝ) : ℝ := v 0 ^ 2 / (v 0 ^ 2 + v 1 ^ 2)

variable {e d D V s : ℝ}

/-- The eigenvalue equation written out for the impurity and host amplitudes. -/
theorem eigen_equations (E : ℝ) (v : Fin 2 → ℝ) :
    hamiltonian e d D V s *ᵥ v = E • v ↔
      e * v 0 + V * v 1 = E * v 0 ∧ V * v 0 + (d - s * D) * v 1 = E * v 1 := by
  constructor
  · intro h
    have h0 := congrFun h 0
    have h1 := congrFun h 1
    simp only [hamiltonian, Matrix.mulVec, dotProduct, Fin.sum_univ_two] at h0 h1
    exact ⟨h0, h1⟩
  · rintro ⟨h0, h1⟩
    ext i
    fin_cases i
    · simpa [hamiltonian, Matrix.mulVec, dotProduct, Fin.sum_univ_two] using h0
    · simpa [hamiltonian, Matrix.mulVec, dotProduct, Fin.sum_univ_two] using h1

/-- A nonzero state has a nonzero amplitude on the impurity or on the host. -/
theorem amplitude_ne_zero {v : Fin 2 → ℝ} (hv : v ≠ 0) : v 0 ≠ 0 ∨ v 1 ≠ 0 := by
  by_contra h
  simp only [ne_eq, not_or, not_not] at h
  apply hv
  ext i
  fin_cases i
  exacts [h.1, h.2]

/-- For nonzero coupling the gap is positive and exceeds the detuning in magnitude. -/
theorem gap_bounds (hV : V ≠ 0) : 0 < gap e d D V s ∧
    -gap e d D V s < detuning e d D s ∧ detuning e d D s < gap e d D V s := by
  have hpos : 0 < gap e d D V s := Real.sqrt_pos.2 (by positivity)
  have hsq : gap e d D V s ^ 2 = detuning e d D s ^ 2 + 4 * V ^ 2 :=
    Real.sq_sqrt (by positivity)
  have hV2 : 0 < V ^ 2 := by positivity
  exact ⟨hpos, abs_lt.1 (abs_lt_of_sq_lt_sq (by linarith) hpos.le)⟩

/-- For nonzero coupling the energies of the spin-`s` Hamiltonian are exactly the lower and
the upper energy. -/
theorem spectrum_iff (hV : V ≠ 0) (E : ℝ) :
    (∃ v, IsEigenstate (hamiltonian e d D V s) E v) ↔
      E = lowerEnergy e d D V s ∨ E = upperEnergy e d D V s := by
  have hsq : gap e d D V s ^ 2 = (e - d + s * D) ^ 2 + 4 * V ^ 2 :=
    Real.sq_sqrt (by positivity)
  -- the characteristic polynomial factorises
  have hchar : (E - lowerEnergy e d D V s) * (E - upperEnergy e d D V s) =
      (E - e) * (E - (d - s * D)) - V ^ 2 := by
    simp only [lowerEnergy, upperEnergy]
    linear_combination (-1 / 4) * hsq
  have hroots : (E = lowerEnergy e d D V s ∨ E = upperEnergy e d D V s) ↔
      (E - e) * (E - (d - s * D)) - V ^ 2 = 0 := by
    rw [← hchar, mul_eq_zero, sub_eq_zero, sub_eq_zero]
  rw [hroots]
  constructor
  · rintro ⟨v, hv, h⟩
    obtain ⟨h0, h1⟩ := (eigen_equations E v).1 h
    rcases amplitude_ne_zero hv with hn | hn
    · apply mul_right_cancel₀ hn
      linear_combination (-(E - (d - s * D))) * h0 - V * h1
    · apply mul_right_cancel₀ hn
      linear_combination (-(E - e)) * h1 - V * h0
  · intro h
    refine ⟨![V, E - e], fun h0 => hV (congrFun h0 0), (eigen_equations E _).2 ⟨?_, ?_⟩⟩
    · change e * V + V * (E - e) = E * V
      ring
    · change V * V + (d - s * D) * (E - e) = E * (E - e)
      linear_combination -h

/-- For nonzero coupling every lower eigenvector has impurity weight `(1 - y/√(y² + 4V²))/2`,
with `y` the detuning. -/
theorem lower_weight (hV : V ≠ 0) {v : Fin 2 → ℝ}
    (hv : IsEigenstate (hamiltonian e d D V s) (lowerEnergy e d D V s) v) :
    impurityWeight v = (1 - detuning e d D s / gap e d D V s) / 2 := by
  obtain ⟨h0, h1⟩ := (eigen_equations _ v).1 hv.2
  have hR := (gap_bounds (e := e) (d := d) (D := D) (s := s) hV).1.ne'
  have hn : v 0 ^ 2 + v 1 ^ 2 ≠ 0 := by
    rcases amplitude_ne_zero hv.1 with h | h <;> positivity
  -- ratio of the squared amplitudes
  have key : (detuning e d D s + gap e d D V s) * v 0 ^ 2 =
      (gap e d D V s - detuning e d D s) * v 1 ^ 2 := by
    simp only [lowerEnergy] at h0 h1
    simp only [detuning]
    linear_combination 2 * v 0 * h0 - 2 * v 1 * h1
  have hq := div_mul_cancel₀ (detuning e d D s) hR
  rw [impurityWeight, div_eq_iff hn]
  apply mul_left_cancel₀ hR
  linear_combination key / 2 + (v 0 ^ 2 + v 1 ^ 2) / 2 * hq

/-- For nonzero coupling every upper eigenvector has impurity weight `(1 + y/√(y² + 4V²))/2`,
with `y` the detuning. -/
theorem upper_weight (hV : V ≠ 0) {v : Fin 2 → ℝ}
    (hv : IsEigenstate (hamiltonian e d D V s) (upperEnergy e d D V s) v) :
    impurityWeight v = (1 + detuning e d D s / gap e d D V s) / 2 := by
  obtain ⟨h0, h1⟩ := (eigen_equations _ v).1 hv.2
  have hR := (gap_bounds (e := e) (d := d) (D := D) (s := s) hV).1.ne'
  have hn : v 0 ^ 2 + v 1 ^ 2 ≠ 0 := by
    rcases amplitude_ne_zero hv.1 with h | h <;> positivity
  have key : (detuning e d D s - gap e d D V s) * v 0 ^ 2 =
      -(gap e d D V s + detuning e d D s) * v 1 ^ 2 := by
    simp only [upperEnergy] at h0 h1
    simp only [detuning]
    linear_combination 2 * v 0 * h0 - 2 * v 1 * h1
  have hq := div_mul_cancel₀ (detuning e d D s) hR
  rw [impurityWeight, div_eq_iff hn]
  apply mul_left_cancel₀ hR
  linear_combination -key / 2 - (v 0 ^ 2 + v 1 ^ 2) / 2 * hq

/-- At fixed nonzero coupling the ratio `y/√(y² + 4V²)` grows strictly with `y`. -/
theorem ratio_strictMono (hV : V ≠ 0) {a b : ℝ} (hab : a < b) :
    a / √(a ^ 2 + 4 * V ^ 2) < b / √(b ^ 2 + 4 * V ^ 2) := by
  have hV2 : 0 < V ^ 2 := by positivity
  have hA : 0 < √(a ^ 2 + 4 * V ^ 2) := Real.sqrt_pos.2 (by positivity)
  have hB : 0 < √(b ^ 2 + 4 * V ^ 2) := Real.sqrt_pos.2 (by positivity)
  have hA2 : √(a ^ 2 + 4 * V ^ 2) ^ 2 = a ^ 2 + 4 * V ^ 2 := Real.sq_sqrt (by positivity)
  have hB2 : √(b ^ 2 + 4 * V ^ 2) ^ 2 = b ^ 2 + 4 * V ^ 2 := Real.sq_sqrt (by positivity)
  have ha : |a| ≤ √(a ^ 2 + 4 * V ^ 2) := Real.abs_le_sqrt (by linarith)
  have hb : |b| ≤ √(b ^ 2 + 4 * V ^ 2) := Real.abs_le_sqrt (by linarith)
  rw [div_lt_div_iff₀ hA hB]
  set A := √(a ^ 2 + 4 * V ^ 2)
  set B := √(b ^ 2 + 4 * V ^ 2)
  have hprod : a * b ≤ A * B := by
    calc a * b ≤ |a * b| := le_abs_self _
      _ = |a| * |b| := abs_mul a b
      _ ≤ A * B := mul_le_mul ha hb (abs_nonneg b) hA.le
  -- multiplying the difference by A + B exposes its sign
  have hid : (b * A - a * B) * (A + B) = (b - a) * (4 * V ^ 2 - a * b + A * B) := by
    linear_combination b * hA2 - a * hB2
  have hpos : 0 < (b * A - a * B) * (A + B) := by
    rw [hid]
    exact mul_pos (by linarith) (by linarith)
  exact sub_pos.1 ((mul_pos_iff_of_pos_right (by linarith)).1 hpos)

/-- For nonzero coupling and `D > 0` the levels rise in the order majority lower, minority
lower, majority upper, minority upper. -/
theorem filling_order (hV : V ≠ 0) (hD : 0 < D) :
    lowerEnergy e d D V 1 < lowerEnergy e d D V (-1) ∧
    lowerEnergy e d D V (-1) < upperEnergy e d D V 1 ∧
    upperEnergy e d D V 1 < upperEnergy e d D V (-1) := by
  obtain ⟨p1, l1, u1⟩ := gap_bounds (e := e) (d := d) (D := D) (s := 1) hV
  obtain ⟨p2, l2, u2⟩ := gap_bounds (e := e) (d := d) (D := D) (s := -1) hV
  have q1 : gap e d D V 1 ^ 2 = detuning e d D 1 ^ 2 + 4 * V ^ 2 :=
    Real.sq_sqrt (by positivity)
  have q2 : gap e d D V (-1) ^ 2 = detuning e d D (-1) ^ 2 + 4 * V ^ 2 :=
    Real.sq_sqrt (by positivity)
  have hy : detuning e d D 1 - detuning e d D (-1) = 2 * D := by
    simp only [detuning]
    ring
  simp only [lowerEnergy, upperEnergy]
  set G := gap e d D V 1
  set K := gap e d D V (-1)
  set y := detuning e d D 1
  set z := detuning e d D (-1)
  have hdiff : G ^ 2 - K ^ 2 = 2 * D * (y + z) := by
    linear_combination q1 - q2 + (y + z) * hy
  -- the two gaps differ by less than the exchange splitting 2D
  have h1 : G - K < 2 * D := by
    by_contra h
    have hm := mul_nonneg (sub_nonneg.2 (not_lt.1 h)) (add_pos p1 p2).le
    have hp : 0 < D * (G + K - y - z) := mul_pos hD (by linarith)
    nlinarith
  have h2 : K - G < 2 * D := by
    by_contra h
    have hm := mul_nonneg (sub_nonneg.2 (not_lt.1 h)) (add_pos p1 p2).le
    have hp : 0 < D * (G + K + y + z) := mul_pos hD (by linarith)
    nlinarith
  exact ⟨by linarith, by linarith, by linarith⟩

/-- For nonzero coupling and `D > 0` the impurity polarization `n₊ - n₋` is negative with both
lower states `p` (majority) and `m` (minority) filled, and positive once the majority upper
state `q` is filled too. -/
theorem polarization_reversal (hV : V ≠ 0) (hD : 0 < D) {p m q : Fin 2 → ℝ}
    (hp : IsEigenstate (hamiltonian e d D V 1) (lowerEnergy e d D V 1) p)
    (hm : IsEigenstate (hamiltonian e d D V (-1)) (lowerEnergy e d D V (-1)) m)
    (hq : IsEigenstate (hamiltonian e d D V 1) (upperEnergy e d D V 1) q) :
    impurityWeight p - impurityWeight m < 0 ∧
      0 < (impurityWeight p + impurityWeight q) - impurityWeight m := by
  rw [lower_weight hV hp, lower_weight hV hm, upper_weight hV hq]
  constructor
  · -- the majority spin has the larger detuning
    have hy : detuning e d D (-1) < detuning e d D 1 := by
      simp only [detuning]
      linarith
    have h : detuning e d D (-1) / gap e d D V (-1) < detuning e d D 1 / gap e d D V 1 :=
      ratio_strictMono hV hy
    linarith
  · -- the majority weights add to one, the minority weight is below one
    obtain ⟨hpos, hl, -⟩ := gap_bounds (e := e) (d := d) (D := D) (s := -1) hV
    have h : -1 < detuning e d D (-1) / gap e d D V (-1) := by
      rw [lt_div_iff₀ hpos]
      linarith
    linarith

end

end ImpurityInFerromagnet
```

```lean
#print axioms ImpurityInFerromagnet.spectrum_iff
#print axioms ImpurityInFerromagnet.filling_order
#print axioms ImpurityInFerromagnet.polarization_reversal
```

```
'ImpurityInFerromagnet.spectrum_iff' depends on axioms: [propext, Classical.choice, Quot.sound]
'ImpurityInFerromagnet.filling_order' depends on axioms: [propext, Classical.choice, Quot.sound]
'ImpurityInFerromagnet.polarization_reversal' depends on axioms: [propext, Classical.choice, Quot.sound]
```

## From the eigenvalue equation to the weights

`eigen_equations` turns the matrix equation into the two scalar equations used above. `amplitude_ne_zero` says that a nonzero state has a nonzero component, which makes the denominator of the weight positive. `gap_bounds` gets $R_s>0$ from the positive number under the root, and $-R_s<y_s<R_s$ by comparing squares.

In `spectrum_iff`, `hchar` factorizes the characteristic polynomial. For an eigenvector, a combination of the two equations shows that this polynomial times a nonzero component vanishes, and the component is cancelled. In the other direction the proof supplies the vector $(V,E-e)$, which is nonzero because $V$ is.

In `lower_weight`, the step `key` is the relation between the squared amplitudes. Its `linear_combination` multiplies the equations by $2v_0$ and $-2v_1$, the multiplication and subtraction done above. The last lines clear the denominators and solve for the weight. `upper_weight` repeats this with the other sign of $R_s$.

## From the inequalities to the reversal

`ratio_strictMono` proves that $y/\sqrt{y^2+4V^2}$ increases strictly, without derivatives. Its step `hid` is the identity for $(bA-aB)(A+B)$, and `hprod` is the bound $ab\le AB$.

In `filling_order`, the letters `G`, `K`, `y` and `z` stand for $R_+$, $R_-$, $y_+$ and $y_-$. The bounds `h1` and `h2` are the two halves of $|R_+-R_-|<2D$. Each is proved by contradiction: a larger difference, multiplied by $R_++R_-$, would conflict with the formula for $R_+^2-R_-^2$ in `hdiff`. The three level inequalities are then linear.

`polarization_reversal` first replaces the three weights by their formulas. The negative sign follows from `ratio_strictMono` applied to $y_-<y_+$. For the positive sign the majority ratios cancel, and the lower bound in `gap_bounds` gives $y_-/R_->-1$.
